# The singlet weight of M identical, mutually orthogonal broken-symmetry pairs falls off as 1/M

## One pair

Put one electron with spin alpha in a normalised orbital and one with spin beta in another, with real overlap \(s\) between the orbitals, and write \(q=s^2\). Rotate the spins of this Slater determinant by an angle \(b\) about the y axis. The overlaps of the two original spin orbitals with the rotated ones form a matrix with determinant

\[
\det\begin{pmatrix}\cos\frac b2 & -s\sin\frac b2\\ s\sin\frac b2 & \cos\frac b2\end{pmatrix}
=\cos^2\tfrac b2+q\sin^2\tfrac b2=\tfrac{1+q}2+\tfrac{1-q}2\cos b .
\]

Averaging over \(b\in[0,\pi]\) with weight \(\tfrac12\sin b\) removes the cosine and leaves the singlet weight \((1+q)/2\). The rest is triplet contamination.

## M pairs and the projection integral

Now take \(M\) such pairs, all with the same \(s\), with the orbitals of different pairs orthogonal. The overlap matrix is block diagonal, so its determinant is the \(M\)-th power of the one-pair factor.

The determinant has equally many alpha and beta electrons. A component of total spin \(S\) and weight \(w_S\) therefore contributes \(w_S P_S(\cos b)\) to the rotated overlap, where \(P_S\) is a Legendre polynomial. Orthogonality to \(P_0=1\) selects the singlet:

\[
W_M=\frac12\int_0^\pi \sin b\,\bigl(\cos^2\tfrac b2+q\sin^2\tfrac b2\bigr)^M\,db .
\]

## Closed form and algebraic decay

Let \(q<1\) and substitute \(u=\frac{1+q}2+\frac{1-q}2\cos b\). Then \(du=-\frac{1-q}2\sin b\,db\), and \(u\) runs from 1 to \(q\), so

\[
W_M=\frac1{1-q}\int_q^1u^M\,du=\frac{1-q^{M+1}}{(M+1)(1-q)} .
\]

Since \(0\le q^{M+1}\le q\),

\[
\frac1{M+1}\le W_M\le\frac1{(M+1)(1-q)} .
\]

Moreover,

\[
M\,W_M=\frac M{M+1}\,\frac{1-q^{M+1}}{1-q}\longrightarrow\frac1{1-q}.
\]

For any constant \(C\) and \(0\le r<1\), \(C(M+1)r^M\to0\). Eventually it is below 1, and then \(Cr^M<1/(M+1)\le W_M\). So no upper bound of the form \(Cr^M\) with \(0\le r<1\) holds for all large \(M\).

## Coinciding orbitals

The condition \(q<1\) says that the two orbitals of a pair differ by more than a sign. It can't be relaxed to \(q\le1\) in the closed form or the limit: at \(q=1\) the integrand is \(\sin b\), so \(W_M=1\) for every \(M\) and \(M\,W_M\) diverges.

## The integral on a grid

The projection integral can also be computed by quadrature: evaluate the determinant of the occupied overlap matrix at a few angles and sum the values with quadrature weights. Here the overlap is a polynomial of degree at most \(M\) in \(x=\cos b\). For \(M=3\), the two Gauss–Legendre nodes \(x=\pm1/\sqrt3\), each with weight 1, already give the integral exactly. With \(q=0\),

\[
W_3=\tfrac12\sum_{x=\pm1/\sqrt3}\Bigl(\frac{1+x}2\Bigr)^3=\frac14 .
\]

## The statement in Lean

`spatialOverlap s` and `spinRotation b` hold the orbital overlaps and the spin-1/2 rotation; index 0 is the alpha electron and index 1 the beta electron. Their entrywise product is `pairOverlap s b`. `rotatedOverlap s M b` is the determinant of `M` equal blocks, and `singletWeight s M` is the projection integral. The hypothesis `s ^ 2 < 1` is \(q<1\).

Orthogonality between pairs and a common real overlap are built into the definitions. The identification of the integral with the singlet weight rests on the Legendre argument above and enters the file as a definition. For spin-projected mean-field theory, the result describes how slowly the singlet part of a determinant is lost in this model of equal, orthogonal pairs.

```lean
import Mathlib

open Filter Topology

namespace BrokenSymmetrySingletWeight

noncomputable section

/-- Spatial overlaps within one pair: the alpha and beta orbitals are normalised and have
real mutual overlap `s`. -/
def spatialOverlap (s : ℝ) : Matrix (Fin 2) (Fin 2) ℝ :=
  !![1, s; s, 1]

/-- The rotation of a spin 1/2 by the angle `b` about the y axis, in the basis alpha, beta. -/
def spinRotation (b : ℝ) : Matrix (Fin 2) (Fin 2) ℝ :=
  !![Real.cos (b / 2), -Real.sin (b / 2); Real.sin (b / 2), Real.cos (b / 2)]

/-- Overlaps of the two occupied spin orbitals of a pair with their spin-rotated copies:
each is a spatial overlap times a spin matrix element. -/
def pairOverlap (s b : ℝ) : Matrix (Fin 2) (Fin 2) ℝ :=
  Matrix.of fun i j => spatialOverlap s i j * spinRotation b i j

/-- Overlap of the Slater determinant of `M` mutually orthogonal pairs with its spin-rotated
copy: the determinant of the matrix of spin-orbital overlaps. -/
def rotatedOverlap (s : ℝ) (M : ℕ) (b : ℝ) : ℝ :=
  (Matrix.blockDiagonal fun _ : Fin M => pairOverlap s b).det

/-- Singlet weight of the determinant of `M` pairs, by projection: the average of the rotated
overlap over the rotation angle with weight `sin b / 2`. -/
def singletWeight (s : ℝ) (M : ℕ) : ℝ :=
  1 / 2 * ∫ b in (0 : ℝ)..Real.pi, Real.sin b * rotatedOverlap s M b

/-- One pair contributes the factor `cos²(b/2) + s² sin²(b/2)` to the rotated overlap. -/
theorem det_pairOverlap (s b : ℝ) :
    (pairOverlap s b).det = Real.cos (b / 2) ^ 2 + s ^ 2 * Real.sin (b / 2) ^ 2 := by
  rw [Matrix.det_fin_two]
  simp [pairOverlap, spatialOverlap, spinRotation]
  ring

/-- The rotated overlap of `M` orthogonal pairs is the `M`-th power of the factor of one pair. -/
theorem rotatedOverlap_eq (s : ℝ) (M : ℕ) (b : ℝ) :
    rotatedOverlap s M b =
      (Real.cos (b / 2) ^ 2 + s ^ 2 * Real.sin (b / 2) ^ 2) ^ M := by
  rw [rotatedOverlap, Matrix.det_blockDiagonal]
  simp only [det_pairOverlap, Finset.prod_const, Finset.card_univ, Fintype.card_fin]

/-- The factor of one pair is an affine function of the cosine of the rotation angle. -/
theorem pair_factor_eq (s b : ℝ) :
    Real.cos (b / 2) ^ 2 + s ^ 2 * Real.sin (b / 2) ^ 2 =
      (1 + s ^ 2) / 2 + (1 - s ^ 2) / 2 * Real.cos b := by
  have h : Real.cos b = 2 * Real.cos (b / 2) ^ 2 - 1 := by
    rw [← Real.cos_two_mul]
    congr 1
    ring
  linear_combination s ^ 2 * Real.sin_sq_add_cos_sq (b / 2) - (1 - s ^ 2) / 2 * h

/-- For squared alpha-beta overlap `s² < 1`, the singlet weight of `M` broken-symmetry pairs is
`(1 - (s²)^(M+1)) / ((M+1)(1 - s²))`. -/
theorem singletWeight_eq {s : ℝ} (hs : s ^ 2 < 1) (M : ℕ) :
    singletWeight s M = (1 - (s ^ 2) ^ (M + 1)) / (((M : ℝ) + 1) * (1 - s ^ 2)) := by
  have hM : (M : ℝ) + 1 ≠ 0 := by positivity
  have hq : 1 - s ^ 2 ≠ 0 := by linarith
  -- an explicit antiderivative of the projection integrand
  have hd : ∀ b ∈ Set.uIcc (0 : ℝ) Real.pi, HasDerivAt
      (fun x : ℝ => -2 * ((1 + s ^ 2) / 2 + (1 - s ^ 2) / 2 * Real.cos x) ^ (M + 1) /
        (((M : ℝ) + 1) * (1 - s ^ 2)))
      (Real.sin b * ((1 + s ^ 2) / 2 + (1 - s ^ 2) / 2 * Real.cos b) ^ M) b := by
    intro b _
    have h1 : HasDerivAt (fun x : ℝ => (1 + s ^ 2) / 2 + (1 - s ^ 2) / 2 * Real.cos x)
        ((1 - s ^ 2) / 2 * (-Real.sin b)) b :=
      ((Real.hasDerivAt_cos b).const_mul _).const_add _
    have h2 := ((h1.fun_pow (M + 1)).const_mul (-2)).div_const (((M : ℝ) + 1) * (1 - s ^ 2))
    refine h2.congr_deriv ?_
    rw [div_eq_iff (mul_ne_zero hM hq)]
    simp only [Nat.add_sub_cancel]
    push_cast
    ring
  simp only [singletWeight, rotatedOverlap_eq, pair_factor_eq]
  rw [intervalIntegral.integral_eq_sub_of_hasDerivAt hd
    (Continuous.intervalIntegrable (by fun_prop) _ _)]
  -- the pair factor runs from 1 at angle 0 to s² at angle π
  have e1 : (1 + s ^ 2) / 2 + (1 - s ^ 2) / 2 * (-1) = s ^ 2 := by ring
  have e2 : (1 + s ^ 2) / 2 + (1 - s ^ 2) / 2 * 1 = 1 := by ring
  rw [Real.cos_pi, Real.cos_zero, e1, e2, one_pow]
  ring

/-- For `s² < 1` the singlet weight of `M` pairs lies between `1/(M+1)` and
`1/((M+1)(1 - s²))`. -/
theorem singletWeight_bounds {s : ℝ} (hs : s ^ 2 < 1) (M : ℕ) :
    1 / ((M : ℝ) + 1) ≤ singletWeight s M ∧
      singletWeight s M ≤ 1 / (((M : ℝ) + 1) * (1 - s ^ 2)) := by
  have hM : 0 < (M : ℝ) + 1 := by positivity
  have hD : 0 < ((M : ℝ) + 1) * (1 - s ^ 2) := mul_pos hM (by linarith)
  have hp0 : 0 ≤ (s ^ 2) ^ (M + 1) := by positivity
  have hp : (s ^ 2) ^ (M + 1) ≤ s ^ 2 := by
    rw [pow_succ]
    exact mul_le_of_le_one_left (sq_nonneg s) (pow_le_one₀ (sq_nonneg s) hs.le)
  rw [singletWeight_eq hs]
  constructor
  · rw [div_le_div_iff₀ hM hD]
    nlinarith [mul_le_mul_of_nonneg_left hp hM.le]
  · rw [div_le_div_iff_of_pos_right hD]
    linarith

/-- For `s² < 1`, the number of pairs times the singlet weight tends to `1/(1 - s²)` as the
number of pairs grows. -/
theorem tendsto_mul_singletWeight {s : ℝ} (hs : s ^ 2 < 1) :
    Tendsto (fun M : ℕ => (M : ℝ) * singletWeight s M) atTop (𝓝 (1 / (1 - s ^ 2))) := by
  have hpow : Tendsto (fun M : ℕ => (s ^ 2) ^ (M + 1)) atTop (𝓝 0) :=
    (tendsto_pow_atTop_nhds_zero_of_lt_one (sq_nonneg s) hs).comp (tendsto_add_atTop_nat 1)
  have h := (tendsto_natCast_div_add_atTop (1 : ℝ)).mul
    ((hpow.const_sub 1).div_const (1 - s ^ 2))
  rw [one_mul, sub_zero] at h
  refine h.congr fun M => ?_
  change (M : ℝ) / (M + 1) * ((1 - (s ^ 2) ^ (M + 1)) / (1 - s ^ 2)) = M * singletWeight s M
  rw [singletWeight_eq hs, div_mul_div_comm, mul_div_assoc]

/-- The decay is not exponential: for `s² < 1` the singlet weight eventually exceeds `C r^M`,
for every constant `C` and every rate `0 ≤ r < 1`. -/
theorem exponential_lt_singletWeight {s r : ℝ} (hs : s ^ 2 < 1) (hr0 : 0 ≤ r) (hr1 : r < 1)
    (C : ℝ) : ∀ᶠ M : ℕ in atTop, C * r ^ M < singletWeight s M := by
  have h := ((tendsto_self_mul_const_pow_of_lt_one hr0 hr1).add
    (tendsto_pow_atTop_nhds_zero_of_lt_one hr0 hr1)).const_mul C
  have ev : ∀ᶠ M : ℕ in atTop, C * ((M : ℝ) * r ^ M + r ^ M) < 1 :=
    h.eventually_lt_const (by simp)
  filter_upwards [ev] with M hM
  -- compare with the algebraic lower bound 1/(M+1)
  refine lt_of_lt_of_le ?_ (singletWeight_bounds hs M).1
  rw [lt_div_iff₀ (by positivity)]
  linarith

/-- If the alpha and beta orbitals of each pair coincide up to sign, `s² = 1`, the singlet
weight is 1 for every number of pairs. -/
theorem singletWeight_closedShell {s : ℝ} (hs : s ^ 2 = 1) (M : ℕ) :
    singletWeight s M = 1 := by
  simp only [singletWeight, rotatedOverlap_eq, hs, one_mul, Real.cos_sq_add_sin_sq, one_pow,
    mul_one, integral_sin, Real.cos_zero, Real.cos_pi]
  norm_num

end

end BrokenSymmetrySingletWeight
```

```lean
#print axioms BrokenSymmetrySingletWeight.singletWeight_eq
#print axioms BrokenSymmetrySingletWeight.tendsto_mul_singletWeight
#print axioms BrokenSymmetrySingletWeight.exponential_lt_singletWeight
#print axioms BrokenSymmetrySingletWeight.singletWeight_closedShell
```

```
'BrokenSymmetrySingletWeight.singletWeight_eq' depends on axioms: [propext, Classical.choice, Quot.sound]
'BrokenSymmetrySingletWeight.tendsto_mul_singletWeight' depends on axioms: [propext, Classical.choice, Quot.sound]
'BrokenSymmetrySingletWeight.exponential_lt_singletWeight' depends on axioms: [propext, Classical.choice, Quot.sound]
'BrokenSymmetrySingletWeight.singletWeight_closedShell' depends on axioms: [propext, Classical.choice, Quot.sound]
```

## From the block determinant to the limit

`det_pairOverlap` expands the 2×2 determinant, and `rotatedOverlap_eq` turns the block determinant into a power. `pair_factor_eq` uses the half-angle identity to make the factor affine in \(\cos b\).

In `singletWeight_eq`, the substitution appears as an explicit antiderivative, \(-2u^{M+1}/((M+1)(1-q))\). The step `hd` verifies its derivative by the chain rule, and the fundamental theorem of calculus reduces the integral to the values of this antiderivative at \(b=\pi\) and \(b=0\), where `e1` and `e2` identify \(u\) as \(q\) and 1.

`singletWeight_bounds` proves \(q^{M+1}\le q\) as `hp` and clears denominators. `tendsto_mul_singletWeight` multiplies the limits of the two factors of \(M\,W_M\). `exponential_lt_singletWeight` obtains \(C(Mr^M+r^M)<1\) for all large \(M\) and compares with the lower bound. `singletWeight_closedShell` evaluates the case \(q=1\) directly from the integral.
